# A 2 × 2 matrix over a field is idempotent exactly when it is 0, 1, or has trace one and determinant zero

For a 2 × 2 matrix P with entries in any field,

P² = P ⇔ P = 0, or P = 1, or (tr P = 1 and det P = 0).

The symbol 1 stands for the identity matrix where a matrix is meant. Two numbers therefore decide whether a matrix other than 0 and 1 is a projector, and no Hermiticity is needed.

A projector on a two-level system splits each state vector into a part that is kept and a part that is removed. If the two directions are orthogonal, the projector is Hermitian. If they are not, it is oblique. An example is the projector onto one eigenvector along the other, for a non-Hermitian 2 × 2 Hamiltonian with two non-orthogonal eigenvectors. Both kinds satisfy P² = P, and the classification treats them together.

## Projectors without Hermiticity

Let K be the field, and name the entries of P by rows:

a = P 0 0, b = P 0 1, c = P 1 0, d = P 1 1.

Rows and columns are numbered from 0, as in Lean. The type `Matrix (Fin 2) (Fin 2) K` is that of 2 × 2 matrices over K.

```lean
import Mathlib

open Matrix

namespace TwoLevelProjectors

variable {K : Type*} [Field K]
```

The matrices 0 and 1 are idempotent but select no direction. A projector that is neither is called proper here, and it projects onto a line.

```lean
/-- A proper projector of a two-level system: an idempotent matrix, Hermitian or not,
that is neither zero nor the identity. -/
def IsProperProjector (P : Matrix (Fin 2) (Fin 2) K) : Prop :=
  P * P = P ∧ P ≠ 0 ∧ P ≠ 1
```

## The square of a two-level operator

Multiplying out gives

(P²)₀₀ = a² + bc = (a + d)a − (ad − bc)
(P²)₀₁ = ab + bd = (a + d)b
(P²)₁₀ = ca + dc = (a + d)c
(P²)₁₁ = cb + d² = (a + d)d − (ad − bc).

Since tr P = a + d and det P = ad − bc, the four lines together say

P² = (tr P) P − (det P) 1.

This is the Cayley–Hamilton identity for two levels. The Lean proof makes the same comparison: `fin_cases` separates the four entries, `simp` expands them and `ring` confirms each equality.

```lean
/-- The Cayley–Hamilton identity for a two-level operator: its square is the trace times
the operator minus the determinant times the identity. -/
theorem mul_self_eq_trace_det (P : Matrix (Fin 2) (Fin 2) K) :
    P * P = P.trace • P - P.det • (1 : Matrix (Fin 2) (Fin 2) K) := by
  ext i j
  fin_cases i <;> fin_cases j <;>
    simp [Matrix.mul_apply, Fin.sum_univ_two, Matrix.trace_fin_two, Matrix.det_fin_two] <;>
    ring
```

## The classification

Suppose P² = P. Its entries read

a² + bc = a
b(a + d) = b
c(a + d) = c
bc + d² = d.

If a + d = 1, the first equation gives

det P = ad − bc = a(1 − a) − bc = a − (a² + bc) = 0.

If a + d ≠ 1, the middle equations, b(a + d − 1) = 0 and c(a + d − 1) = 0, force b = c = 0. The outer ones become a(a − 1) = 0 and d(d − 1) = 0, so a and d are each 0 or 1. Unequal values would add up to 1, which this case excludes. Hence P = 0 or P = 1.

Conversely, 0 and 1 are idempotent, and for trace one and determinant zero the Cayley–Hamilton identity reduces to P² = P.

In the code, `h00` to `h11` are the four entry equations and `by_cases ht` splits on the trace. `mul_eq_zero` supplies the fact that a product in a field vanishes only if a factor does, and `linear_combination` names the multiples of known equations that yield each new one.

```lean
/-- A 2 by 2 matrix over a field is idempotent if and only if it is zero, the identity,
or has trace one and determinant zero. -/
theorem idempotent_iff (P : Matrix (Fin 2) (Fin 2) K) :
    P * P = P ↔ P = 0 ∨ P = 1 ∨ (P.trace = 1 ∧ P.det = 0) := by
  constructor
  · intro h
    -- the four entries of P² = P
    have h00 := congrArg (fun M => M 0 0) h
    have h01 := congrArg (fun M => M 0 1) h
    have h10 := congrArg (fun M => M 1 0) h
    have h11 := congrArg (fun M => M 1 1) h
    simp only [Matrix.mul_apply, Fin.sum_univ_two] at h00 h01 h10 h11
    rw [Matrix.trace_fin_two, Matrix.det_fin_two]
    by_cases ht : P 0 0 + P 1 1 = 1
    · exact Or.inr (Or.inr ⟨ht, by linear_combination P 0 0 * ht - h00⟩)
    · -- trace different from one: the matrix is diagonal
      have hne : P 0 0 + P 1 1 - 1 ≠ 0 := sub_ne_zero.mpr ht
      have hb : P 0 1 = 0 := by
        have e : P 0 1 * (P 0 0 + P 1 1 - 1) = 0 := by linear_combination h01
        exact (mul_eq_zero.mp e).resolve_right hne
      have hc : P 1 0 = 0 := by
        have e : P 1 0 * (P 0 0 + P 1 1 - 1) = 0 := by linear_combination h10
        exact (mul_eq_zero.mp e).resolve_right hne
      -- each diagonal entry is zero or one
      have ea : P 0 0 * (P 0 0 - 1) = 0 := by linear_combination h00 - P 1 0 * hb
      have ed : P 1 1 * (P 1 1 - 1) = 0 := by linear_combination h11 - P 1 0 * hb
      rcases mul_eq_zero.mp ea with ha | ha <;> rcases mul_eq_zero.mp ed with hd | hd
      · left
        ext i j
        fin_cases i <;> fin_cases j <;> simp [ha, hb, hc, hd]
      · exact absurd (by linear_combination ha + hd) ht
      · exact absurd (by linear_combination ha + hd) ht
      · right; left
        have ha' := sub_eq_zero.mp ha
        have hd' := sub_eq_zero.mp hd
        ext i j
        fin_cases i <;> fin_cases j <;> simp [ha', hb, hc, hd']
  · rintro (rfl | rfl | ⟨ht, hd⟩)
    · simp
    · simp
    · rw [mul_self_eq_trace_det, ht, hd]
      simp
```

The zero matrix has trace 0 and the identity has determinant 1, so neither meets the third condition. The proper projectors are therefore exactly the matrices with trace one and determinant zero.

```lean
/-- The proper projectors of a two-level system are exactly the matrices with trace one
and determinant zero. -/
theorem isProperProjector_iff (P : Matrix (Fin 2) (Fin 2) K) :
    IsProperProjector P ↔ P.trace = 1 ∧ P.det = 0 := by
  constructor
  · rintro ⟨h, h0, h1⟩
    exact (((idempotent_iff P).mp h).resolve_left h0).resolve_left h1
  · rintro ⟨ht, hd⟩
    refine ⟨(idempotent_iff P).mpr (Or.inr (Or.inr ⟨ht, hd⟩)), ?_, ?_⟩
    · rintro rfl
      simp at ht
    · rintro rfl
      simp at hd
```

## A ket, a bra and one normalisation

Every proper projector is a column u times a row v,

P = u vᵀ, with v·u = v₀u₀ + v₁u₁ = 1.

The product v·u contains no complex conjugation: v holds the components of the bra as they stand. For an orthogonal projector |ψ⟩⟨ψ| with unit ψ, one takes u = ψ and v = ψ*.

To find u and v, use a + d = 1 and ad = bc. If a = 0, then d = 1 and bc = 0, and the choice is

u = (b, 1), v = (c, 1), v·u = cb + 1 = 1.

If a ≠ 0, take the first column and the rescaled first row:

u = (a, c), v = (1, b/a), v·u = a + bc/a = a + d = 1.

In both cases u vᵀ reproduces the four entries of P. Only the pairing is normalised, not u itself; for a Hermitian P over ℂ with a ≠ 0, a unit state vector is u/√a.

In the other direction, u vᵀ has trace u₀v₀ + u₁v₁ = 1 and determinant u₀v₀u₁v₁ − u₀v₁u₁v₀ = 0. In Lean, `vecMulVec u v` is u vᵀ and `v ⬝ᵥ u` is v·u.

```lean
/-- A matrix is a proper projector exactly when it is the product of a column `u` and a
row `v` whose pairing `v · u` is one. -/
theorem isProperProjector_iff_ketBra (P : Matrix (Fin 2) (Fin 2) K) :
    IsProperProjector P ↔ ∃ u v : Fin 2 → K, v ⬝ᵥ u = 1 ∧ P = vecMulVec u v := by
  rw [isProperProjector_iff, Matrix.trace_fin_two, Matrix.det_fin_two]
  constructor
  · rintro ⟨ht, hdet⟩
    by_cases ha : P 0 0 = 0
    · -- the second diagonal entry is one
      refine ⟨![P 0 1, 1], ![P 1 0, 1], ?_, ?_⟩
      · rw [dotProduct, Fin.sum_univ_two]
        change P 1 0 * P 0 1 + 1 * 1 = 1
        linear_combination P 1 1 * ha - hdet
      · ext i j
        fin_cases i <;> fin_cases j
        · change P 0 0 = P 0 1 * P 1 0
          linear_combination (1 - P 1 1) * ha + hdet
        · change P 0 1 = P 0 1 * 1
          ring
        · change P 1 0 = 1 * P 1 0
          ring
        · change P 1 1 = 1 * 1
          linear_combination ht - ha
    · -- the first column is the ket, the rescaled first row is the bra
      have hd : P 0 1 / P 0 0 * P 1 0 = P 1 1 := by
        rw [div_mul_eq_mul_div, div_eq_iff ha]
        linear_combination -hdet
      refine ⟨![P 0 0, P 1 0], ![1, P 0 1 / P 0 0], ?_, ?_⟩
      · rw [dotProduct, Fin.sum_univ_two]
        change 1 * P 0 0 + P 0 1 / P 0 0 * P 1 0 = 1
        linear_combination hd + ht
      · ext i j
        fin_cases i <;> fin_cases j
        · change P 0 0 = P 0 0 * 1
          ring
        · change P 0 1 = P 0 0 * (P 0 1 / P 0 0)
          field_simp
        · change P 1 0 = P 1 0 * 1
          ring
        · change P 1 1 = P 1 0 * (P 0 1 / P 0 0)
          linear_combination -hd
  · rintro ⟨u, v, h, rfl⟩
    rw [dotProduct, Fin.sum_univ_two] at h
    simp only [Matrix.vecMulVec_apply]
    exact ⟨by linear_combination h, by ring⟩
```

## Complex Bloch components

Over ℂ, consider

(1 + xσx + yσy + zσz)/2,

with the usual Pauli matrices, where σy has the entry −i at the upper right. The textbook Bloch vector is real; here x, y and z may be complex. The definition gives the matrix directly by its entries.

```lean
/-- The matrix `(1 + x σx + y σy + z σz) / 2` with complex Bloch components, written out
in entries. -/
noncomputable def blochMatrix (x y z : ℂ) : Matrix (Fin 2) (Fin 2) ℂ :=
  !![(1 + z) / 2, (x - Complex.I * y) / 2; (x + Complex.I * y) / 2, (1 - z) / 2]
```

The components of a proper projector are its traces with the Pauli matrices:

x = b + c, y = i(b − c), z = a − d.

Their squares add up to

x² + y² + z² = (b + c)² − (b − c)² + (a − d)²
= (a + d)² − 4(ad − bc)
= 1.

These are plain squares, not squared moduli. Substituting the components back returns the entries of P, with a + d = 1 used on the diagonal. Conversely, a Bloch matrix always has trace one, and its determinant is (1 − x² − y² − z²)/4, which vanishes under the stated condition. The only property of i that the proof uses is i² = −1, which enters as `Complex.I_sq`.

```lean
/-- The proper projectors over the complex numbers are exactly the Bloch matrices whose
complex components satisfy `x² + y² + z² = 1`. -/
theorem isProperProjector_iff_bloch (P : Matrix (Fin 2) (Fin 2) ℂ) :
    IsProperProjector P ↔
      ∃ x y z : ℂ, x ^ 2 + y ^ 2 + z ^ 2 = 1 ∧ P = blochMatrix x y z := by
  rw [isProperProjector_iff, Matrix.trace_fin_two, Matrix.det_fin_two]
  constructor
  · rintro ⟨ht, hd⟩
    -- the components are the traces of P with the Pauli matrices
    refine ⟨P 0 1 + P 1 0, Complex.I * (P 0 1 - P 1 0), P 0 0 - P 1 1, ?_, ?_⟩
    · linear_combination (P 0 1 - P 1 0) ^ 2 * Complex.I_sq
        + (P 0 0 + P 1 1 + 1) * ht - 4 * hd
    · ext i j
      fin_cases i <;> fin_cases j
      · change P 0 0 = (1 + (P 0 0 - P 1 1)) / 2
        linear_combination ht / 2
      · change P 0 1 = (P 0 1 + P 1 0 - Complex.I * (Complex.I * (P 0 1 - P 1 0))) / 2
        linear_combination (P 0 1 - P 1 0) / 2 * Complex.I_sq
      · change P 1 0 = (P 0 1 + P 1 0 + Complex.I * (Complex.I * (P 0 1 - P 1 0))) / 2
        linear_combination -(P 0 1 - P 1 0) / 2 * Complex.I_sq
      · change P 1 1 = (1 - (P 0 0 - P 1 1)) / 2
        linear_combination ht / 2
  · rintro ⟨x, y, z, h, rfl⟩
    constructor
    · change (1 + z) / 2 + (1 - z) / 2 = 1
      ring
    · change (1 + z) / 2 * ((1 - z) / 2)
        - (x - Complex.I * y) / 2 * ((x + Complex.I * y) / 2) = 0
      linear_combination -h / 4 + y ^ 2 / 4 * Complex.I_sq
```

Hermiticity is a separate condition on the components. Writing x̄ for the complex conjugate, the diagonal requires z̄ = z, and the off-diagonal entries require

x̄ − iȳ = x − iy
x̄ + iȳ = x + iy.

Adding these gives x̄ = x, and subtracting gives ȳ = y. In Lean, `starRingEnd ℂ x = x` is the statement x̄ = x. The theorem holds for all x, y, z, whether or not the squares add up to one.

```lean
/-- A Bloch matrix is Hermitian exactly when its three components are real. -/
theorem blochMatrix_isHermitian_iff (x y z : ℂ) :
    (blochMatrix x y z).IsHermitian ↔
      starRingEnd ℂ x = x ∧ starRingEnd ℂ y = y ∧ starRingEnd ℂ z = z := by
  constructor
  · intro h
    have h00 : starRingEnd ℂ ((1 + z) / 2) = (1 + z) / 2 := h.apply 0 0
    have h01 : starRingEnd ℂ ((x + Complex.I * y) / 2) = (x - Complex.I * y) / 2 :=
      h.apply 0 1
    have h10 : starRingEnd ℂ ((x - Complex.I * y) / 2) = (x + Complex.I * y) / 2 :=
      h.apply 1 0
    simp only [map_div₀, map_add, map_sub, map_mul, map_one, map_ofNat,
      Complex.conj_I] at h00 h01 h10
    refine ⟨by linear_combination h01 + h10, ?_, by linear_combination 2 * h00⟩
    linear_combination Complex.I * (h01 - h10) + (starRingEnd ℂ y - y) * Complex.I_sq
  · rintro ⟨hx, hy, hz⟩
    ext i j
    fin_cases i <;> fin_cases j <;>
      simp [blochMatrix, Matrix.conjTranspose_apply, hx, hy, hz]
    -- one off-diagonal entry remains
    ring
```

Together with the previous theorem, this places the orthogonal proper projectors on the real unit sphere, where they are the pure states of a single qubit. The oblique ones have at least one non-real component.

## An oblique family

For complex s, the matrix with rows (1, s) and (0, 0) sends (α, β) to (α + sβ, 0). It projects onto the first basis vector along the direction (−s, 1). Its trace is 1 and its determinant is 0 for every s. Hermiticity would require the upper right entry s to equal the conjugate of the lower left entry 0, so it holds only for s = 0. The Bloch components are x = s, y = is, z = 1.

```lean
/-- For every complex `s` the matrix with rows `(1, s)` and `(0, 0)` is a proper projector, and it
is Hermitian exactly when `s = 0`. -/
theorem oblique_family (s : ℂ) :
    IsProperProjector !![1, s; 0, 0] ∧ ((!![1, s; 0, 0]).IsHermitian ↔ s = 0) := by
  refine ⟨(isProperProjector_iff _).mpr ?_, ?_, ?_⟩
  · simp [Matrix.trace_fin_two, Matrix.det_fin_two]
  · intro h
    have h01 : star (0 : ℂ) = s := h.apply 0 1
    rw [← h01, star_zero]
  · rintro rfl
    ext i j
    fin_cases i <;> fin_cases j <;> simp [Matrix.conjTranspose_apply]

end TwoLevelProjectors
```

```lean
#print axioms TwoLevelProjectors.idempotent_iff
#print axioms TwoLevelProjectors.isProperProjector_iff_ketBra
#print axioms TwoLevelProjectors.blochMatrix_isHermitian_iff
#print axioms TwoLevelProjectors.oblique_family
```

```
'TwoLevelProjectors.idempotent_iff' depends on axioms: [propext, Classical.choice, Quot.sound]
'TwoLevelProjectors.isProperProjector_iff_ketBra' depends on axioms: [propext, Classical.choice, Quot.sound]
'TwoLevelProjectors.blochMatrix_isHermitian_iff' depends on axioms: [propext, Classical.choice, Quot.sound]
'TwoLevelProjectors.oblique_family' depends on axioms: [propext, Classical.choice, Quot.sound]
```

## Large obliqueness, nilpotent matrices and the choice of basis

The remarks here rest on ordinary argument, with no Lean code behind them. At s = 0 the family reaches the orthogonal projector onto the first basis vector. As |s| grows, the operator norm √(1 + |s|²) increases without bound, although trace and determinant stay fixed. An oblique projector can thus amplify errors in the vector it acts on.

The Cayley–Hamilton identity also classifies the 2 × 2 matrices with N² = 0: they are exactly those with tr N = 0 and det N = 0. Indeed, N² = 0 gives (tr N) N = (det N) 1. A non-zero trace would make N a multiple of the identity with square zero, hence N = 0, a contradiction. So the trace vanishes, and then the determinant does too. Conversely, if both vanish, the Cayley–Hamilton identity reads N² = 0. The raising operator of a spin ½ is an example.

For one electron of fixed spin in two orthonormal orbitals, the one-particle density matrix of a pure state is a Hermitian proper projector, so trace one and determinant zero check its idempotency. The step left to the user is the identification of matrix with operator: `IsHermitian` compares a matrix with its conjugate transpose, which expresses Hermiticity of the operator in an orthonormal basis. In a basis of overlapping atomic orbitals, P² = P still characterises the matrix of a projector, but the Hermiticity condition involves the overlap matrix S. The density matrix D of one spin in such a basis, with the operator written as the sum of D_μν |μ⟩⟨ν|, is not this P: the two are related by P = DS, and idempotency reads DSD = D. The spin-summed density matrix of a restricted closed-shell calculation is 2D, so it has to be halved before this test.
